# The Borland–Dennis inequality for three fermions with one in each of three orbital pairs

Suppose three fermions share six orbitals, and a calculation proposes the occupations 0.9, 0.9, 0.6, 0.4, 0.1, 0.1 for orbitals 1 to 6. Each number lies between 0 and 1, and they add up to 3, so the Pauli principle raises no objection. Yet no pure state with one fermion in each of the pairs {1,6}, {2,5}, {3,4} has these numbers as its natural occupations. A minimization over occupations that enforces only the Pauli bounds can therefore return a set that no such state possesses. The missing condition is that orbital 4 may not be occupied more than orbitals 5 and 6 together, and here 0.4 exceeds 0.2.

## The bound on the occupation of orbital 4

Let the bit \(a\) choose orbital 1 (\(a=0\)) or 6 (\(a=1\)), the bit \(b\) orbital 2 or 5, and the bit \(k\) orbital 3 or 4. The state has complex amplitudes \(c_{abk}\) with \(\sum_{abk}|c_{abk}|^2=1\). The occupations of orbitals 6, 5 and 4 are the probabilities of bit one:

\[
l_6=\sum_{bk}|c_{1bk}|^2,\qquad l_5=\sum_{ak}|c_{a1k}|^2,\qquad l_4=\sum_{ab}|c_{ab1}|^2 .
\]

Orbitals 1, 2 and 3 have occupations \(1-l_6\), \(1-l_5\) and \(1-l_4\). Assume that the coherence between orbitals 3 and 4 vanishes, \(\sum_{ab}\overline{c_{ab0}}\,c_{ab1}=0\), and that \(l_4\le 1/2\). Then \(l_4\le l_5+l_6\).

The derivation starts with two orthogonal vectors \(u,v\) of squared norms \(U\) and \(V\). Single out one component \(i=k\), where \(k\) is for the moment any index and not the bit. Orthogonality gives \(\overline{u_k}v_k=-\sum_{i\ne k}\overline{u_i}v_i\), and with the triangle and Cauchy–Schwarz inequalities

\[
|u_k|^2|v_k|^2\le\Big(\sum_{i\ne k}|u_i||v_i|\Big)^2\le (U-|u_k|^2)(V-|v_k|^2).
\]

Expanding the right-hand side and cancelling \(|u_k|^2|v_k|^2\) leaves

\[
|u_k|^2V+|v_k|^2U\le UV .
\]

Now take \(u_{ab}=c_{ab0}\) and \(v_{ab}=c_{ab1}\), so that \(U=1-l_4\) and \(V=l_4\), and single out \(a=b=0\). With \(x=|c_{000}|^2\) and \(y=|c_{001}|^2\), the weights of the determinants 123 and 124,

\[
x\,l_4+y(1-l_4)\le(1-l_4)l_4 .
\]

Since \(x\) is part of the weight with orbital 3, \(x\le 1-l_4\). Hence

\[
(1-l_4)(x+y)\le(1-2l_4)x+(1-l_4)l_4\le(1-2l_4)(1-l_4)+(1-l_4)l_4=(1-l_4)^2 ,
\]

where the second step uses \(l_4\le1/2\). Division by \(1-l_4>0\) gives \(x+y\le1-l_4\): orbitals 1 and 2 are both occupied with probability at most \(1-l_4\).

It remains to count. The number of fermions in orbitals 5 and 6 is \(a+b\), which is 1 except when both bits are 0 or both are 1. With \(z=|c_{110}|^2+|c_{111}|^2\),

\[
l_5+l_6=1-(x+y)+z\ \ge\ 1-(1-l_4)=l_4 .
\]

## Which determinants survive at equality

Let \(l_4=l_5+l_6\) and \(l_4<1/2\). The last line then forces \(z=0\) and \(x+y=1-l_4\). Inserting \(y=1-l_4-x\) into the bound on \(x\) and \(y\) gives \((1-2l_4)(1-l_4-x)\le0\), so \(x=1-l_4\) and \(y=0\). The determinant 123 thus carries all the weight with orbital 3. The amplitudes \(c_{001},c_{010},c_{100},c_{110},c_{111}\) vanish, and only 123, 145 and 246 can contribute.

Conversely, if these five amplitudes vanish, then \(l_5=|c_{011}|^2\), \(l_6=|c_{101}|^2\), and \(l_4\) is their sum.

## Amplitudes, occupations and coherences in Lean

```lean
import Mathlib

open scoped ComplexConjugate

namespace BorlandDennis
```

A state is a function of three bits.

```lean
/-- Amplitudes `c a b k` of three fermions in six orbitals: the bits `a`, `b`, `k` choose
orbital 1 or 6, orbital 2 or 5, and orbital 3 or 4. -/
abbrev Amplitudes := Fin 2 → Fin 2 → Fin 2 → ℂ
```

The type builds in the restriction to one fermion per pair: eight determinants are available. Their orbitals are ordered by pair, so `c 0 1 1` multiplies the determinant 154. Writing all eight determinants in ascending order instead, with 145 for 154, would flip the sign of every amplitude with \(b=1\). The occupations and the formulas for the coherences within {1,6} and {3,4} would stay the same, and the formula for {2,5} would only acquire an overall minus sign.

```lean
/-- The total probability, i.e. the squared norm of the state. -/
noncomputable def totalProb (c : Amplitudes) : ℝ := ∑ a, ∑ b, ∑ k, ‖c a b k‖ ^ 2
```

Normalization is not part of the type; it enters the theorems as `totalProb c = 1`. The occupations, often written \(n_i\) or \(\lambda_i\) in textbooks, are sums of squared moduli.

```lean
/-- The occupation of orbital 6. -/
noncomputable def occ6 (c : Amplitudes) : ℝ := ∑ b, ∑ k, ‖c 1 b k‖ ^ 2

/-- The occupation of orbital 5. -/
noncomputable def occ5 (c : Amplitudes) : ℝ := ∑ a, ∑ k, ‖c a 1 k‖ ^ 2

/-- The occupation of orbital 4. -/
noncomputable def occ4 (c : Amplitudes) : ℝ := ∑ a, ∑ b, ‖c a b 1‖ ^ 2
```

The coherences are the off-diagonal elements of the one-body density matrix within each pair.

```lean
/-- The one-body coherence between orbitals 1 and 6. -/
def coh16 (c : Amplitudes) : ℂ := ∑ b, ∑ k, conj (c 0 b k) * c 1 b k

/-- The one-body coherence between orbitals 2 and 5. -/
def coh25 (c : Amplitudes) : ℂ := ∑ a, ∑ k, conj (c a 0 k) * c a 1 k

/-- The one-body coherence between orbitals 3 and 4. -/
def coh34 (c : Amplitudes) : ℂ := ∑ a, ∑ b, conj (c a b 0) * c a b 1
```

Elements between different pairs vanish by themselves, because moving a fermion from one pair to another leaves a pair empty. If all three coherences are zero, the six orbitals are therefore natural orbitals. Besides normalization and \(l_4\le1/2\), the inequality needs only `coh34 c = 0`. Some such condition is required: a superposition of 123 and 124 with \(0<l_4\le1/2\) has \(l_5=l_6=0\) and violates the bound, although its other two coherences vanish.

## From orthogonality to the inequality

The first lemma holds for vectors over any finite index set.

```lean
/-- Two orthogonal vectors cannot both be concentrated on the same component `k`:
their weights there obey a bound set by the two squared norms. -/
theorem orthogonal_weights {ι : Type*} [Fintype ι] [DecidableEq ι] (u v : ι → ℂ)
    (h : ∑ i, conj (u i) * v i = 0) (k : ι) :
    ‖u k‖ ^ 2 * ∑ i, ‖v i‖ ^ 2 + ‖v k‖ ^ 2 * ∑ i, ‖u i‖ ^ 2
      ≤ (∑ i, ‖u i‖ ^ 2) * ∑ i, ‖v i‖ ^ 2 := by
  have hu : ‖u k‖ ^ 2 + ∑ i ∈ Finset.univ.erase k, ‖u i‖ ^ 2 = ∑ i, ‖u i‖ ^ 2 :=
    Finset.add_sum_erase Finset.univ (fun i => ‖u i‖ ^ 2) (Finset.mem_univ k)
  have hv : ‖v k‖ ^ 2 + ∑ i ∈ Finset.univ.erase k, ‖v i‖ ^ 2 = ∑ i, ‖v i‖ ^ 2 :=
    Finset.add_sum_erase Finset.univ (fun i => ‖v i‖ ^ 2) (Finset.mem_univ k)
  have hs : conj (u k) * v k + ∑ i ∈ Finset.univ.erase k, conj (u i) * v i
      = ∑ i, conj (u i) * v i :=
    Finset.add_sum_erase Finset.univ (fun i => conj (u i) * v i) (Finset.mem_univ k)
  rw [h] at hs
  -- orthogonality expresses the overlap at `k` through the other components
  have hb : ‖u k‖ * ‖v k‖ ≤ ∑ i ∈ Finset.univ.erase k, ‖u i‖ * ‖v i‖ := by
    calc ‖u k‖ * ‖v k‖ = ‖conj (u k) * v k‖ := by rw [norm_mul, RCLike.norm_conj]
      _ = ‖∑ i ∈ Finset.univ.erase k, conj (u i) * v i‖ := by
          rw [eq_neg_of_add_eq_zero_left hs, norm_neg]
      _ ≤ ∑ i ∈ Finset.univ.erase k, ‖conj (u i) * v i‖ := norm_sum_le _ _
      _ = _ := by simp only [norm_mul, RCLike.norm_conj]
  -- Cauchy-Schwarz on the other components
  have hcs : (∑ i ∈ Finset.univ.erase k, ‖u i‖ * ‖v i‖) ^ 2
      ≤ (∑ i ∈ Finset.univ.erase k, ‖u i‖ ^ 2) * ∑ i ∈ Finset.univ.erase k, ‖v i‖ ^ 2 :=
    Finset.sum_mul_sq_le_sq_mul_sq _ _ _
  have hsq := (pow_le_pow_left₀ (by positivity) hb 2).trans hcs
  rw [← hu, ← hv]
  nlinarith [hsq]
```

`Finset.add_sum_erase` splits off component `k` in each sum. The step `hb` is the triangle inequality after orthogonality has been used, and `hcs` is Cauchy–Schwarz on the remaining components. The final `nlinarith` does the expansion and cancellation.

The next lemma applies this to the two parts of the state, with the pair \((a,b)\) as index and `(0, 0)` as the chosen component.

```lean
/-- For a normalized state without coherence between orbitals 3 and 4, the weights of the
determinants 123 and 124 are jointly bounded in terms of the occupation of orbital 4. -/
theorem weights_123_124 (c : Amplitudes) (hn : totalProb c = 1) (hc : coh34 c = 0) :
    ‖c 0 0 0‖ ^ 2 * occ4 c + ‖c 0 0 1‖ ^ 2 * (1 - occ4 c) ≤ (1 - occ4 c) * occ4 c := by
  have h := orthogonal_weights (fun p : Fin 2 × Fin 2 => c p.1 p.2 0)
    (fun p => c p.1 p.2 1) (by simpa only [coh34, Fintype.sum_prod_type] using hc) (0, 0)
  simp only [Fintype.sum_prod_type] at h
  have hU : ∑ a, ∑ b, ‖c a b 0‖ ^ 2 = 1 - occ4 c := by
    simp only [totalProb, occ4, Fin.sum_univ_two] at hn ⊢
    linarith
  have hV : ∑ a, ∑ b, ‖c a b 1‖ ^ 2 = occ4 c := rfl
  rw [hU, hV] at h
  exact h
```

Here `hU` uses normalization to identify the weight with orbital 3 as \(1-l_4\). The bound on \(x+y\) follows.

```lean
/-- For a normalized state without coherence between orbitals 3 and 4, and with orbital 4 at
most half filled, orbitals 1 and 2 are both occupied with probability at most `1 - l4`. -/
theorem joint_occupation_le (c : Amplitudes) (hn : totalProb c = 1) (hc : coh34 c = 0)
    (h4 : occ4 c ≤ 1 / 2) : ‖c 0 0 0‖ ^ 2 + ‖c 0 0 1‖ ^ 2 ≤ 1 - occ4 c := by
  have key := weights_123_124 c hn hc
  have hx : ‖c 0 0 0‖ ^ 2 ≤ 1 - occ4 c := by
    simp only [totalProb, occ4, Fin.sum_univ_two] at hn ⊢
    linarith [sq_nonneg ‖c 0 1 0‖, sq_nonneg ‖c 1 0 0‖, sq_nonneg ‖c 1 1 0‖]
  have hm : (1 - occ4 c) * (‖c 0 0 0‖ ^ 2 + ‖c 0 0 1‖ ^ 2)
      ≤ (1 - occ4 c) * (1 - occ4 c) := by
    nlinarith [mul_nonneg (show 0 ≤ 1 - 2 * occ4 c by linarith) (sub_nonneg.mpr hx)]
  exact le_of_mul_le_mul_left hm (by linarith)
```

The hint given to `nlinarith` is the product of \(1-2l_4\ge0\) and \(1-l_4-x\ge0\), which is the second step of the chain above. `le_of_mul_le_mul_left` then divides by \(1-l_4\).

Counting is linear in the eight weights, so `linarith` settles it once the sums are written out.

```lean
/-- Counting particles in a normalized state: `l5 + l6` is one, minus the probability that
orbitals 1 and 2 are both occupied, plus the probability that 5 and 6 are both occupied. -/
theorem occ5_add_occ6 (c : Amplitudes) (hn : totalProb c = 1) :
    occ5 c + occ6 c = 1 - (‖c 0 0 0‖ ^ 2 + ‖c 0 0 1‖ ^ 2)
      + (‖c 1 1 0‖ ^ 2 + ‖c 1 1 1‖ ^ 2) := by
  simp only [totalProb, occ5, occ6, Fin.sum_univ_two] at hn ⊢
  linarith
```

The inequality combines the last two results with \(z\ge0\).

```lean
/-- The Borland-Dennis inequality `l4 ≤ l5 + l6`, for a normalized state without coherence
between orbitals 3 and 4 and with orbital 4 at most half filled. -/
theorem borland_dennis (c : Amplitudes) (hn : totalProb c = 1) (hc : coh34 c = 0)
    (h4 : occ4 c ≤ 1 / 2) : occ4 c ≤ occ5 c + occ6 c := by
  linarith [joint_occupation_le c hn hc h4, occ5_add_occ6 c hn,
    sq_nonneg ‖c 1 1 0‖, sq_nonneg ‖c 1 1 1‖]
```

In reduced-density-matrix methods for pure states, this is a constraint on trial occupations beyond the Pauli bounds, here for three fermions in six orbitals with one in each pair.

## Equality below and at half filling

The equality statement is an equivalence, with the five vanishing amplitudes listed explicitly.

```lean
/-- For a normalized state without coherence between orbitals 3 and 4 and with `l4 < 1/2`,
equality `l4 = l5 + l6` holds exactly when all amplitudes other than those of the
determinants 123, 145 and 246 vanish. -/
theorem pinning_iff (c : Amplitudes) (hn : totalProb c = 1) (hc : coh34 c = 0)
    (h4 : occ4 c < 1 / 2) :
    occ4 c = occ5 c + occ6 c ↔
      c 0 0 1 = 0 ∧ c 0 1 0 = 0 ∧ c 1 0 0 = 0 ∧ c 1 1 0 = 0 ∧ c 1 1 1 = 0 := by
  constructor
  · intro he
    have key := weights_123_124 c hn hc
    have hj := joint_occupation_le c hn hc h4.le
    have hs := occ5_add_occ6 c hn
    have p1 := sq_nonneg ‖c 0 1 0‖
    have p2 := sq_nonneg ‖c 1 0 0‖
    have p3 := sq_nonneg ‖c 1 1 0‖
    have p4 := sq_nonneg ‖c 1 1 1‖
    have hU : 1 - occ4 c
        = ‖c 0 0 0‖ ^ 2 + ‖c 0 1 0‖ ^ 2 + ‖c 1 0 0‖ ^ 2 + ‖c 1 1 0‖ ^ 2 := by
      simp only [totalProb, occ4, Fin.sum_univ_two] at hn ⊢
      linarith
    have hy : ‖c 0 0 1‖ ^ 2 = 1 - occ4 c - ‖c 0 0 0‖ ^ 2 := by linarith
    -- saturation puts all the weight with orbital 3 on the determinant 123
    have hx : 1 - occ4 c ≤ ‖c 0 0 0‖ ^ 2 := by
      by_contra hlt
      have hpos := mul_pos (show 0 < 1 - 2 * occ4 c by linarith)
        (sub_pos.mpr (not_le.mp hlt))
      rw [hy] at key
      nlinarith [hpos, key]
    have z : ∀ w : ℂ, ‖w‖ ^ 2 ≤ 0 → w = 0 := by
      intro w hw
      have h0 : ‖w‖ ^ 2 = 0 := le_antisymm hw (sq_nonneg _)
      simpa using h0
    refine ⟨z _ ?_, z _ ?_, z _ ?_, z _ ?_, z _ ?_⟩ <;> linarith
  · rintro ⟨h1, h2, h3, h5, h6⟩
    simp only [occ4, occ5, occ6, Fin.sum_univ_two, h1, h2, h3, h5, h6, norm_zero]
    ring
```

In the forward direction, `hx` argues by contradiction: if \(x<1-l_4\), then \((1-2l_4)(1-l_4-x)\) is positive, against the bound on the two weights. The helper `z`, unrelated to the weight \(z\) above, turns a squared modulus that is at most zero into a zero amplitude. The reverse direction substitutes the five zeros. The theorem does not say that all three remaining determinants occur; for \(l_4=0\), only 123 is left.

At \(l_4=1/2\) the factor \(1-2l_4\) is zero and the argument gives no information about \(x\). An explicit state shows that the conclusion can then fail for a given choice of natural orbitals.

```lean
/-- The state with amplitudes `1/2, 1/2, 1/2, -1/2` on the determinants 123, 124, 153, 154. -/
noncomputable def halfFilled : Amplitudes :=
  ![![![1 / 2, 1 / 2], ![1 / 2, -1 / 2]], ![![0, 0], ![0, 0]]]

/-- The state `halfFilled` is normalized, has no coherence within any pair, and has `l4 = 1/2`
and `l4 = l5 + l6`, yet the determinant 124 contributes to it. -/
theorem halfFilled_not_pinned :
    totalProb halfFilled = 1 ∧ coh16 halfFilled = 0 ∧ coh25 halfFilled = 0 ∧
      coh34 halfFilled = 0 ∧ occ4 halfFilled = 1 / 2 ∧
      occ4 halfFilled = occ5 halfFilled + occ6 halfFilled ∧ halfFilled 0 0 1 ≠ 0 := by
  refine ⟨?_, ?_, ?_, ?_, ?_, ?_, ?_⟩ <;>
    simp [halfFilled, totalProb, coh16, coh25, coh34, occ4, occ5, occ6,
      Fin.sum_univ_two] <;> norm_num
```

This state has \(l_4=l_5=1/2\) and \(l_6=0\). The minus sign makes the two terms in each of `coh34` and `coh25` cancel, and the proof evaluates all the sums. Equality in the inequality is usually called pinning, and in that sense the state is pinned; `not_pinned` in the theorem's name means only that its amplitudes are not confined to 123, 145 and 246. This depends on the choice of orbitals. Orbitals 2 to 5 are all half filled, so the natural orbitals are not unique, and with the normalized sum and difference of orbitals 3 and 4 as the new orbitals 3 and 4, the same state contains only 123 and 145.

## Every ordered set that obeys the inequality occurs

For \(l_6\le l_5\le l_4\le1/2\), the inequality is also sufficient. Place the weights

\[
1-\tfrac{l_4+l_5+l_6}{2},\quad \tfrac{l_4+l_5-l_6}{2},\quad \tfrac{l_4+l_6-l_5}{2},\quad \tfrac{l_5+l_6-l_4}{2}
\]

on 123, 145, 246 and 356. They add up to 1. The second and third sum to \(l_4\), the second and fourth to \(l_5\), and the third and fourth to \(l_6\). The first is at least \(1/4\), and the last is nonnegative by the inequality. From \(l_5\le l_4\le l_5+l_6\) follows \(l_6\ge0\), and with the ordering this makes the other two nonnegative. Any two of the four determinants differ in two bits, whereas a coherence needs two that differ in one, so all three coherences vanish.

```lean
/-- Ordered numbers `l6 ≤ l5 ≤ l4 ≤ 1/2` are the occupations of a normalized state of this form
without coherence within any pair if and only if `l4 ≤ l5 + l6`. -/
theorem representable_iff (l4 l5 l6 : ℝ) (h65 : l6 ≤ l5) (h54 : l5 ≤ l4) (h4 : l4 ≤ 1 / 2) :
    (∃ c : Amplitudes, totalProb c = 1 ∧ coh16 c = 0 ∧ coh25 c = 0 ∧ coh34 c = 0 ∧
      occ4 c = l4 ∧ occ5 c = l5 ∧ occ6 c = l6) ↔ l4 ≤ l5 + l6 := by
  constructor
  · rintro ⟨c, hn, -, -, hc, rfl, rfl, rfl⟩
    exact borland_dennis c hn hc h4
  · intro h
    have amp : ∀ x : ℝ, 0 ≤ x → ∃ w : ℂ, ‖w‖ ^ 2 = x := by
      intro x hx
      refine ⟨(Real.sqrt x : ℂ), ?_⟩
      rw [Complex.norm_real, Real.norm_eq_abs, sq_abs, Real.sq_sqrt hx]
    -- weights of the determinants 123, 145, 246 and 356
    obtain ⟨w0, h0⟩ := amp (1 - (l4 + l5 + l6) / 2) (by linarith)
    obtain ⟨w1, h1⟩ := amp ((l4 + l5 - l6) / 2) (by linarith)
    obtain ⟨w2, h2⟩ := amp ((l4 + l6 - l5) / 2) (by linarith)
    obtain ⟨w3, h3⟩ := amp ((l5 + l6 - l4) / 2) (by linarith)
    refine ⟨![![![w0, 0], ![0, w1]], ![![0, w2], ![w3, 0]]], ?_, ?_, ?_, ?_, ?_, ?_, ?_⟩ <;>
      simp [totalProb, coh16, coh25, coh34, occ4, occ5, occ6, Fin.sum_univ_two] <;>
      linarith

end BorlandDennis
```

The forward direction is `borland_dennis`. For the converse, `amp` supplies an amplitude with a given squared modulus, namely the real square root, and `w0` to `w3` are the amplitudes of the four determinants in the order above.

```lean
#print axioms BorlandDennis.borland_dennis
-- 'BorlandDennis.borland_dennis' depends on axioms: [propext, Classical.choice, Quot.sound]
#print axioms BorlandDennis.pinning_iff
-- 'BorlandDennis.pinning_iff' depends on axioms: [propext, Classical.choice, Quot.sound]
#print axioms BorlandDennis.halfFilled_not_pinned
-- 'BorlandDennis.halfFilled_not_pinned' depends on axioms: [propext, Classical.choice, Quot.sound]
#print axioms BorlandDennis.representable_iff
-- 'BorlandDennis.representable_iff' depends on axioms: [propext, Classical.choice, Quot.sound]
```

## Starting from all twenty determinants

The statement could also have been modelled with a general antisymmetric state of three fermions in six orbitals, which has twenty amplitudes, and with the ordered eigenvalues of its one-body density matrix as occupations. The coherence condition would then disappear from the hypotheses, since diagonalization takes care of it. The pairing would become something to prove: that the natural occupations of each pair add up to 1, and that natural orbitals can be chosen so that every contributing determinant takes one orbital from each pair. This reduction is the step that separates the theorems above from the Borland–Dennis result for arbitrary pure states; with `Amplitudes`, the paired form is assumed from the start.
